# Bounds and low-temperature limit of the Marcus–Levich–Jortner sum at an N-quantum resonance, and divergence of its ratio to the classical Marcus factor as N grows

The Lean file defines the Marcus–Levich–Jortner factor for every real reaction free energy \(G\), and the integer \(N\) enters only through the value chosen for \(G\). At \(G=-(\lambda+Nw)\) the product channel with \(N\) vibrational quanta has no barrier, and the factor becomes a sum of Franck–Condon weights, each multiplied by the value at \(n\) of a Gaussian centred on \(n=N\). Here \(\lambda>0\) is the reorganisation energy of the classical environment and \(w>0\) is the energy of one quantum of a high-frequency mode. The mode has Huang–Rhys factor \(S>0\), and \(T>0\) is the temperature in energy units, that is, \(k_B\) times the absolute temperature.

## Bounds and limits at resonance

Write the Franck–Condon weight for \(n\) quanta and the classical Marcus factor as

\[
p_n=e^{-S}\frac{S^n}{n!},\qquad M(G)=\exp\!\left(-\frac{(G+\lambda)^2}{4\lambda T}\right).
\]

The Marcus–Levich–Jortner factor is \(F(G)=\sum_{n\ge 0}p_n\,M(G+nw)\). At resonance it is

\[
F_N=\sum_{n=0}^{\infty}e^{-S}\frac{S^n}{n!}\exp\!\left(-\frac{(n-N)^2w^2}{4\lambda T}\right).
\]

For every natural \(N\), including \(N=0\), the sum converges and

\[
p_N\le F_N\le 1,\qquad \lim_{T\to0^+}F_N=p_N .
\]

At fixed \(T\), the ratio of \(F_N\) to the classical factor \(\exp(-N^2w^2/(4\lambda T))\) tends to infinity as \(N\) grows.

For electron-transfer rates in the inverted region, this says that the classical factor eventually underestimates the vibronic one without limit, in a model with one harmonic mode that starts in its ground state and a classical environment.

## Cutoffs, range checks and underflow in a rate code

A code that evaluates \(F_N\) term by term must stop the sum somewhere. Since each Marcus factor is at most one, the terms omitted beyond \(n_{\max}\) add up to at most \(1-\sum_{n\le n_{\max}}p_n\). This is an absolute error, and \(F_N\) itself may be small. With \(S=1\), \(N=10\) and an absolute tolerance of \(10^{-6}\), the sum stops at \(n=9\) and loses the resonant channel, whose weight is about \(10^{-7}\). At low temperature that channel is nearly the whole answer. A cutoff should therefore include \(n=N\) and be judged against \(p_N\).

The interval \([p_N,1]\) is a cheap range check on the result, up to rounding. At low temperature it can be sharpened: every channel with \(n\ne N\) has \((n-N)^2\ge1\), so

\[
p_N\le F_N\le p_N+(1-p_N)\,e^{-w^2/(4\lambda T)} .
\]

This upper estimate and the cutoff estimate are short arguments by hand and are not among the theorems of the file.

The divergence matters when a code reports the enhancement over the classical factor. The denominator can underflow to zero while \(F_N\) is still representable, so the ratio is better formed as a difference of logarithms, with the classical logarithm \(-N^2w^2/(4\lambda T)\) taken analytically.

## Derivation from the Poisson weights

**Convergence and upper bound.** The exponential series gives \(\sum_n p_n=e^{-S}e^{S}=1\). The exponent in \(M\) is never positive, so \(0<M\le1\). Hence

\[
0\le p_nM(G+nw)\le p_n .
\]

The sum converges by comparison, and summing the inequality gives \(F(G)\le1\) for every \(G\).

**Lower bound.** All terms are nonnegative, so any single one is at most the whole sum: \(p_nM(G+nw)\le F(G)\). At \(G=-(\lambda+Nw)\),

\[
G+nw+\lambda=(n-N)w .
\]

The channel \(n=N\) therefore has \(M=1\), and \(p_N\le F_N\).

**Low temperature.** For a fixed channel, let \(a=G+nw+\lambda\). If \(a=0\), its Marcus factor is one at every temperature. If \(a\ne0\), the factor is \(\exp(-(a^2/4\lambda)/T)\), which tends to zero as \(T\to0^+\). The terms are bounded by \(p_n\), which is summable and independent of \(T\), so dominated convergence allows the limit to be taken term by term:

\[
\lim_{T\to0^+}F(G)=\sum_{n:\,G+nw+\lambda=0}p_n .
\]

At resonance the condition reads \((n-N)w=0\). Since \(w>0\), only \(n=N\) remains, and the limit is \(p_N\).

**Divergence of the ratio.** Keep only the channel \(n=1\). Expanding the squares gives

\[
\frac{M(G+w)}{M(G)}
=\exp\!\left(-\frac{2w(G+\lambda)+w^2}{4\lambda T}\right)
=\exp\!\left(\frac{w}{2\lambda T}(-G)-\frac{2\lambda w+w^2}{4\lambda T}\right).
\]

Thus \(F(G)/M(G)\) is at least \(p_1\) times an exponential whose argument grows linearly in \(-G\), and it diverges as \(G\to-\infty\). The resonant energies \(-(\lambda+Nw)\) tend to \(-\infty\) with \(N\). Along them the bound reads

\[
\frac{F_N}{\exp(-N^2w^2/(4\lambda T))}\ge Se^{-S}\exp\!\left(\frac{(2N-1)w^2}{4\lambda T}\right).
\]

## The Lean source

```lean
import Mathlib

open Filter Topology

namespace MarcusLevichJortner

noncomputable section

/-- Franck–Condon weight `exp(-S) S^n / n!` for exciting `n` quanta of a mode with
Huang–Rhys factor `S`. -/
def poissonWeight (S : ℝ) (n : ℕ) : ℝ :=
  Real.exp (-S) * (S ^ n / (n.factorial : ℝ))

/-- Classical Marcus activation factor for reorganisation energy `lam`, temperature `T`
(in energy units) and reaction free energy `G`. -/
def marcusFactor (lam T G : ℝ) : ℝ :=
  Real.exp (-((G + lam) ^ 2 / (4 * lam * T)))

/-- Marcus–Levich–Jortner factor: the sum over product channels with `n` quanta of energy `w`,
each with its Franck–Condon weight and its own Marcus factor. -/
def mljFactor (S w lam T G : ℝ) : ℝ :=
  ∑' n : ℕ, poissonWeight S n * marcusFactor lam T (G + n * w)

/-- The reaction free energy at which the channel with `N` quanta has no barrier. -/
def resonantEnergy (w lam : ℝ) (N : ℕ) : ℝ := -(lam + N * w)

/-- The Franck–Condon weights of all channels sum to one. -/
theorem poissonWeight_hasSum (S : ℝ) : HasSum (poissonWeight S) 1 := by
  have hs := (Real.summable_pow_div_factorial S).hasSum
  have he : Real.exp S = ∑' n : ℕ, S ^ n / (n.factorial : ℝ) := by
    rw [Real.exp_eq_exp_ℝ, NormedSpace.exp_eq_tsum_div]
  rw [← he] at hs
  have h := hs.mul_left (Real.exp (-S))
  rw [← Real.exp_add, neg_add_cancel, Real.exp_zero] at h
  exact h

lemma poissonWeight_pos {S : ℝ} (hS : 0 < S) (n : ℕ) : 0 < poissonWeight S n := by
  unfold poissonWeight
  positivity

lemma marcusFactor_pos (lam T G : ℝ) : 0 < marcusFactor lam T G := Real.exp_pos _

lemma marcusFactor_le_one {lam T : ℝ} (hl : 0 < lam) (hT : 0 < T) (G : ℝ) :
    marcusFactor lam T G ≤ 1 :=
  Real.exp_le_one_iff.mpr (neg_nonpos.mpr (by positivity))

/-- At the `N`-quantum resonance, the channel with `n` quanta has the activation factor
`exp(-((n-N)w)^2/(4 lam T))`. -/
theorem marcusFactor_resonant (w lam T : ℝ) (N n : ℕ) :
    marcusFactor lam T (resonantEnergy w lam N + n * w) =
      Real.exp (-((((n : ℝ) - N) * w) ^ 2 / (4 * lam * T))) := by
  unfold marcusFactor resonantEnergy
  have h : -(lam + (N : ℝ) * w) + n * w + lam = ((n : ℝ) - N) * w := by ring
  rw [h]

/-- The sum over vibrational channels converges at every reaction free energy. -/
theorem mlj_summable {S lam T : ℝ} (hS : 0 < S) (hl : 0 < lam) (hT : 0 < T) (w G : ℝ) :
    Summable (fun n : ℕ => poissonWeight S n * marcusFactor lam T (G + n * w)) :=
  Summable.of_nonneg_of_le
    (fun n => mul_nonneg (poissonWeight_pos hS n).le (marcusFactor_pos _ _ _).le)
    (fun n => mul_le_of_le_one_right (poissonWeight_pos hS n).le (marcusFactor_le_one hl hT _))
    (poissonWeight_hasSum S).summable

/-- The Marcus–Levich–Jortner factor is at least the contribution of any single channel,
and at most one. -/
theorem mlj_bounds {S lam T : ℝ} (hS : 0 < S) (hl : 0 < lam) (hT : 0 < T) (w G : ℝ) (n : ℕ) :
    poissonWeight S n * marcusFactor lam T (G + n * w) ≤ mljFactor S w lam T G ∧
      mljFactor S w lam T G ≤ 1 := by
  have hsum := mlj_summable hS hl hT w G
  constructor
  · exact hsum.le_tsum n
      (fun k _ => mul_nonneg (poissonWeight_pos hS k).le (marcusFactor_pos _ _ _).le)
  · rw [← (poissonWeight_hasSum S).tsum_eq]
    exact hsum.tsum_le_tsum
      (fun k => mul_le_of_le_one_right (poissonWeight_pos hS k).le (marcusFactor_le_one hl hT _))
      (poissonWeight_hasSum S).summable

/-- As `T` tends to zero from above, the Marcus factor tends to one if the barrier vanishes
and to zero otherwise. -/
theorem marcusFactor_lowTemperature {lam : ℝ} (hl : 0 < lam) (G : ℝ) :
    Tendsto (fun T => marcusFactor lam T G) (𝓝[>] 0) (𝓝 (if G + lam = 0 then 1 else 0)) := by
  by_cases h : G + lam = 0
  · simp [marcusFactor, h]
  · rw [if_neg h]
    have hc : 0 < (G + lam) ^ 2 / (4 * lam) := by positivity
    have ht : Tendsto (fun T : ℝ => (G + lam) ^ 2 / (4 * lam) * T⁻¹) (𝓝[>] 0) atTop :=
      tendsto_inv_nhdsGT_zero.const_mul_atTop hc
    refine (Real.tendsto_exp_neg_atTop_nhds_zero.comp ht).congr (fun T => ?_)
    simp only [Function.comp_apply, marcusFactor]
    rw [← div_eq_mul_inv, div_div]

/-- As `T` tends to zero from above, the Marcus–Levich–Jortner factor tends to the total
Franck–Condon weight of the channels without a barrier. -/
theorem mlj_lowTemperature {S lam : ℝ} (hS : 0 < S) (hl : 0 < lam) (w G : ℝ) :
    Tendsto (fun T => mljFactor S w lam T G) (𝓝[>] 0)
      (𝓝 (∑' n : ℕ, poissonWeight S n * (if G + n * w + lam = 0 then 1 else 0))) := by
  -- the Franck–Condon weights dominate the sum uniformly in temperature
  refine tendsto_tsum_of_dominated_convergence (poissonWeight_hasSum S).summable
    (fun n => (marcusFactor_lowTemperature hl (G + n * w)).const_mul (poissonWeight S n)) ?_
  filter_upwards [self_mem_nhdsWithin] with T hT n
  rw [Real.norm_of_nonneg (mul_nonneg (poissonWeight_pos hS n).le (marcusFactor_pos _ _ _).le)]
  exact mul_le_of_le_one_right (poissonWeight_pos hS n).le (marcusFactor_le_one hl hT _)

/-- The ratio of the Marcus–Levich–Jortner factor to the classical Marcus factor diverges
as the reaction free energy tends to minus infinity. -/
theorem mlj_ratio_diverges {S w lam T : ℝ} (hS : 0 < S) (hw : 0 < w) (hl : 0 < lam)
    (hT : 0 < T) :
    Tendsto (fun G => mljFactor S w lam T G / marcusFactor lam T G) atBot atTop := by
  have hc : 0 < w / (2 * lam * T) := by positivity
  have hlin : Tendsto (fun G : ℝ => w / (2 * lam * T) * (-G) +
      (-(2 * lam * w + w ^ 2) / (4 * lam * T))) atBot atTop :=
    tendsto_atTop_add_const_right _ _ (tendsto_neg_atBot_atTop.const_mul_atTop hc)
  refine tendsto_atTop_mono (fun G => ?_)
    ((Real.tendsto_exp_atTop.comp hlin).const_mul_atTop (poissonWeight_pos hS 1))
  rw [le_div_iff₀ (marcusFactor_pos _ _ _)]
  -- bound the whole sum from below by its one-quantum channel
  have h := (mlj_bounds hS hl hT w G 1).1
  have hid : marcusFactor lam T (G + (1 : ℕ) * w) =
      Real.exp (w / (2 * lam * T) * (-G) + (-(2 * lam * w + w ^ 2) / (4 * lam * T))) *
        marcusFactor lam T G := by
    unfold marcusFactor
    rw [← Real.exp_add]
    congr 1
    push_cast
    field_simp
    ring
  rw [hid] at h
  exact (mul_assoc _ _ _).trans_le h

/-- At the `N`-quantum resonance the Marcus–Levich–Jortner sum converges, lies between the
weight `exp(-S) S^N / N!` and one, and tends to that weight as `T` tends to zero; its ratio to
the classical factor `exp(-(N w)^2/(4 lam T))` diverges as `N` grows. -/
theorem mlj_resonant {S w lam : ℝ} (hS : 0 < S) (hw : 0 < w) (hl : 0 < lam) :
    (∀ (N : ℕ) (T : ℝ), 0 < T →
      Summable (fun n : ℕ =>
        poissonWeight S n * Real.exp (-((((n : ℝ) - N) * w) ^ 2 / (4 * lam * T)))) ∧
      poissonWeight S N ≤ mljFactor S w lam T (resonantEnergy w lam N) ∧
      mljFactor S w lam T (resonantEnergy w lam N) ≤ 1) ∧
    (∀ N : ℕ, Tendsto (fun T => mljFactor S w lam T (resonantEnergy w lam N))
      (𝓝[>] 0) (𝓝 (poissonWeight S N))) ∧
    (∀ T : ℝ, 0 < T → Tendsto (fun N : ℕ => mljFactor S w lam T (resonantEnergy w lam N) /
      Real.exp (-(((N : ℝ) * w) ^ 2 / (4 * lam * T)))) atTop atTop) := by
  refine ⟨fun N T hT => ⟨?_, ?_, ?_⟩, fun N => ?_, fun T hT => ?_⟩
  · have h := mlj_summable hS hl hT w (resonantEnergy w lam N)
    simpa only [marcusFactor_resonant] using h
  · have h := (mlj_bounds hS hl hT w (resonantEnergy w lam N) N).1
    rw [marcusFactor_resonant] at h
    simpa using h
  · exact (mlj_bounds hS hl hT w _ N).2
  · -- only the channel n = N is free of a barrier
    have h := mlj_lowTemperature hS hl w (resonantEnergy w lam N)
    rw [tsum_eq_single N] at h
    · have h0 : resonantEnergy w lam N + N * w + lam = 0 := by
        unfold resonantEnergy
        ring
      rwa [if_pos h0, mul_one] at h
    · intro n hn
      have h1 : resonantEnergy w lam N + n * w + lam ≠ 0 := by
        have h2 : resonantEnergy w lam N + n * w + lam = ((n : ℝ) - N) * w := by
          unfold resonantEnergy
          ring
        rw [h2]
        exact mul_ne_zero (sub_ne_zero.mpr (Nat.cast_injective.ne hn)) hw.ne'
      rw [if_neg h1, mul_zero]
  · have hN : Tendsto (fun N : ℕ => resonantEnergy w lam N) atTop atBot :=
      tendsto_neg_atTop_atBot.comp (tendsto_atTop_add_const_left _ lam
        (tendsto_natCast_atTop_atTop.atTop_mul_const hw))
    refine ((mlj_ratio_diverges hS hw hl hT).comp hN).congr (fun N => ?_)
    have h3 : resonantEnergy w lam N + lam = -((N : ℝ) * w) := by
      unfold resonantEnergy
      ring
    simp only [Function.comp_apply, marcusFactor]
    rw [h3, neg_sq]

end

end MarcusLevichJortner
```

```lean
#print axioms MarcusLevichJortner.mlj_resonant
```

```
'MarcusLevichJortner.mlj_resonant' depends on axioms: [propext, Classical.choice, Quot.sound]
```

## Lean objects and physical quantities

`poissonWeight S n` is \(p_n\), `marcusFactor lam T G` is \(M(G)\), and `mljFactor S w lam T G` is \(F(G)\). All parameters are real numbers and the channel index is a natural number. `resonantEnergy w lam N` fixes the sign convention: a negative \(G\) is a downhill reaction, and exciting \(n\) quanta raises the product energy by \(nw\).

The final theorem, `mlj_resonant`, assumes \(S\), \(w\) and \(\lambda\) positive and has three parts.

- For every \(N\) and every \(T>0\), the explicit resonant series is `Summable`, and `mljFactor` at the resonant energy lies between `poissonWeight S N` and one. Lean assigns the value zero to a sum that does not converge, so the positive lower bound already implies convergence; the separate clause states it outright.
- For every \(N\), the factor tends to `poissonWeight S N` along `𝓝[>] 0`, which means that \(T\) approaches zero through positive values.
- For every fixed \(T>0\), the ratio to the classical exponential tends to `atTop`, that is, to \(+\infty\), as \(N\) does.

The lemma `marcusFactor_resonant` ties the two notations together: it shows that each Marcus factor at the resonant energy is the Gaussian in \((n-N)w\).

## How the proof follows the derivation

`poissonWeight_hasSum` multiplies the exponential series by \(e^{-S}\). With `marcusFactor_pos` and `marcusFactor_le_one` it supplies the comparison in `mlj_summable`. In `mlj_bounds`, `le_tsum` isolates one nonnegative channel, and `tsum_le_tsum` compares the whole series with the weights.

`marcusFactor_lowTemperature` splits on whether the barrier vanishes. `mlj_lowTemperature` then applies `tendsto_tsum_of_dominated_convergence` with the Franck–Condon weights as the dominating series. This result holds for every real \(G\), so it also shows that the factor vanishes in the limit when no channel is barrierless.

In `mlj_ratio_diverges`, the identity `hid` is the expansion of squares for the one-quantum channel, checked by `field_simp` and `ring`. The comparison `tendsto_atTop_mono` passes the divergence of the exponential on to the ratio.

`mlj_resonant` assembles these results. It uses `tsum_eq_single N` to reduce the low-temperature sum to one channel, and it composes the divergence in \(G\) with the sequence of resonant energies.

## A theorem about the formula, with the physics assumed

The Marcus–Levich–Jortner expression enters as a definition. It stands for golden-rule transfer with weak electronic coupling that does not depend on the nuclear coordinates. The Poisson weights belong to a displaced harmonic mode with the same frequency in both electronic states and no initial thermal excitation. None of this is derived, and several quantum modes, frequency changes and hot initial states are not covered.

The limit \(T\to0^+\) is a limit of this formula. A real environment stops behaving classically when \(T\) falls below its own vibrational quanta, so \(p_N\) should not be read as a prediction for a cryogenic rate.

The classical factor in the ratio contains only \(\lambda\). It leaves the high-frequency mode out altogether, and does not add that mode's reorganisation energy \(Sw\) to \(\lambda\). The theorem concerns exact real numbers and gives no bound on floating-point error.

The definition could also have been the full rate constant, which multiplies \(F\) by

\[
\frac{2\pi}{\hbar}\,\frac{V^2}{\sqrt{4\pi\lambda T}},
\]

with \(V\) the electronic coupling and \(\hbar\) the reduced Planck constant. The ratio to the classical rate would be unchanged, because the prefactor cancels for \(V\ne0\). The bounds would acquire the prefactor, and at resonance the rate would grow as \(T^{-1/2}\) when \(T\to0^+\), in place of approaching a finite limit. A code that stores the rate constant should therefore divide out the prefactor before it compares the result with \(p_N\) and one.
